# The trace of the Meissner oscillator's one-period map, and the stability it decides away from ±2

An undamped oscillator of angular frequency $w$ obeys $x''=-w^2x$; its state is the column $(x,x')$, and its generator is $B(w)=\begin{pmatrix}0&1\\-w^2&0\end{pmatrix}$. In the Meissner oscillator the frequency is $u$ for a time $s$ and then $v$ for a time $t$, periodically, with $u$ and $v$ nonzero, so one period acts on the state as $M=e^{tB(v)}e^{sB(u)}$.

```lean
import Mathlib

open Matrix

namespace MeissnerOscillator

noncomputable section

/-- The generator of the oscillator `x'' = -w² x`, acting on the state `(x, x')`. -/
def generator (w : ℝ) : Matrix (Fin 2) (Fin 2) ℝ := !![0, 1; -w ^ 2, 0]

/-- The one-period map: frequency `u` for a time `s`, followed by frequency `v` for a time `t`. -/
def periodMap (u v s t : ℝ) : Matrix (Fin 2) (Fin 2) ℝ :=
  NormedSpace.exp (t • generator v) * NormedSpace.exp (s • generator u)

/-- The oriented phase-space area spanned by a state `z` and its image `M z`. -/
def area (M : Matrix (Fin 2) (Fin 2) ℝ) (z : Fin 2 → ℝ) : ℝ :=
  z 0 * (M *ᵥ z) 1 - z 1 * (M *ᵥ z) 0

/-- The propagator of a harmonic oscillator of constant nonzero frequency `w` in closed form. -/
theorem exp_generator (w t : ℝ) (hw : w ≠ 0) :
    NormedSpace.exp (t • generator w) =
      !![Real.cos (w * t), Real.sin (w * t) / w;
         -(w * Real.sin (w * t)), Real.cos (w * t)] := by
  let B := generator w
  let P : ℝ → Matrix (Fin 2) (Fin 2) ℝ := fun r =>
    Real.cos (w * r) • (1 : Matrix (Fin 2) (Fin 2) ℝ) + (Real.sin (w * r) / w) • B
  -- the candidate satisfies the equation of motion `P' = B P`
  have hder : ∀ r : ℝ, (-Real.sin (w * r) * w) • (1 : Matrix (Fin 2) (Fin 2) ℝ)
      + (Real.cos (w * r) * w / w) • B = B * P r := by
    intro r
    ext i j
    fin_cases i <;> fin_cases j <;>
      simp [P, B, generator, Matrix.mul_apply, Fin.sum_univ_two] <;> field_simp
  have halg : ∀ E X : Matrix (Fin 2) (Fin 2) ℝ, E * -B * X + E * (B * X) = 0 := by
    intro E X
    noncomm_ring
  -- hence `exp (-r B) P r` does not depend on `r`
  have hconst : NormedSpace.exp (t • (-B)) * P t
      = NormedSpace.exp ((0 : ℝ) • (-B)) * P 0 := by
    let : NormedRing (Matrix (Fin 2) (Fin 2) ℝ) := Matrix.linftyOpNormedRing
    let : NormedAlgebra ℝ (Matrix (Fin 2) (Fin 2) ℝ) := Matrix.linftyOpNormedAlgebra
    have hP : ∀ r, HasDerivAt P (B * P r) r := by
      intro r
      have hlin : HasDerivAt (fun y : ℝ => w * y) w r := by
        simpa using (hasDerivAt_id r).const_mul w
      have h := (hlin.cos.smul_const (1 : Matrix (Fin 2) (Fin 2) ℝ)).fun_add
        ((hlin.sin.div_const w).smul_const B)
      exact h.congr_deriv (hder r)
    have hF : ∀ r, HasDerivAt (fun y : ℝ => NormedSpace.exp (y • (-B)) * P y) 0 r := by
      intro r
      have h := (hasDerivAt_exp_smul_const (-B) r).fun_mul (hP r)
      exact h.congr_deriv (halg _ _)
    exact is_const_of_deriv_eq_zero (fun r => (hF r).differentiableAt)
      (fun r => (hF r).deriv) t 0
  have hP0 : P 0 = 1 := by simp [P]
  rw [zero_smul, NormedSpace.exp_zero, hP0, one_mul] at hconst
  have hcomm : Commute (t • B) (-(t • B)) := (Commute.refl (t • B)).neg_right
  have hinv : NormedSpace.exp (t • B) * NormedSpace.exp (t • (-B)) = 1 := by
    rw [smul_neg, ← Matrix.exp_add_of_commute _ _ hcomm, add_neg_cancel,
      NormedSpace.exp_zero]
  have hexp : NormedSpace.exp (t • B) = P t := by
    calc NormedSpace.exp (t • B)
        = NormedSpace.exp (t • B) * (NormedSpace.exp (t • (-B)) * P t) := by
          rw [hconst, mul_one]
      _ = P t := by rw [← mul_assoc, hinv, one_mul]
  change NormedSpace.exp (t • B) = _
  rw [hexp]
  ext i j
  fin_cases i <;> fin_cases j <;> simp [P, B, generator]
  field_simp

/-- The discriminant of the Meissner equation: the trace of the one-period map. -/
theorem trace_periodMap (u v s t : ℝ) (hu : u ≠ 0) (hv : v ≠ 0) :
    (periodMap u v s t).trace =
      2 * Real.cos (u * s) * Real.cos (v * t)
        - (u / v + v / u) * Real.sin (u * s) * Real.sin (v * t) := by
  rw [periodMap, exp_generator v t hv, exp_generator u s hu, Matrix.trace_fin_two]
  simp only [Matrix.mul_apply, Fin.sum_univ_two, Matrix.of_apply, Matrix.cons_val_zero,
    Matrix.cons_val_one, Matrix.cons_val_fin_one]
  ring

/-- The one-period map preserves oriented phase-space area: its determinant is one. -/
theorem det_periodMap (u v s t : ℝ) (hu : u ≠ 0) (hv : v ≠ 0) :
    (periodMap u v s t).det = 1 := by
  have hd : ∀ w r : ℝ, w ≠ 0 → (NormedSpace.exp (r • generator w)).det = 1 := by
    intro w r hw
    rw [exp_generator w r hw, Matrix.det_fin_two_of]
    have h : Real.sin (w * r) / w * (w * Real.sin (w * r)) = Real.sin (w * r) ^ 2 := by
      field_simp
    linear_combination h + Real.sin_sq_add_cos_sq (w * r)
  rw [periodMap, Matrix.det_mul, hd v t hv, hd u s hu, one_mul]

/-- For a map `M` of determinant one, the area spanned by `z` and `M z` is the same after
each application of `M`. -/
theorem area_pow (M : Matrix (Fin 2) (Fin 2) ℝ) (hM : M.det = 1) (z : Fin 2 → ℝ) (n : ℕ) :
    area M (M ^ n *ᵥ z) = area M z := by
  have step : ∀ y, area M (M *ᵥ y) = area M y := by
    intro y
    rw [Matrix.det_fin_two] at hM
    simp only [area, Matrix.mulVec, dotProduct, Fin.sum_univ_two]
    linear_combination (y 0 * (M 1 0 * y 0 + M 1 1 * y 1)
      - y 1 * (M 0 0 * y 0 + M 0 1 * y 1)) * hM
  induction n with
  | zero => simp
  | succ n ih => rw [pow_succ', ← Matrix.mulVec_mulVec, step, ih]

/-- If the discriminant lies strictly between -2 and 2, the states reached after whole
periods remain bounded, for every initial state. -/
theorem stable_of_discriminant (u v s t : ℝ) (hu : u ≠ 0) (hv : v ≠ 0)
    (h : |2 * Real.cos (u * s) * Real.cos (v * t)
        - (u / v + v / u) * Real.sin (u * s) * Real.sin (v * t)| < 2) (z : Fin 2 → ℝ) :
    ∃ C : ℝ, ∀ (n : ℕ) (i : Fin 2), |(periodMap u v s t ^ n *ᵥ z) i| ≤ C := by
  rw [← trace_periodMap u v s t hu hv] at h
  have hdet := det_periodMap u v s t hu hv
  generalize periodMap u v s t = M at h hdet ⊢
  have harea := area_pow M hdet z
  rw [Matrix.trace_fin_two, abs_lt] at h
  rw [Matrix.det_fin_two] at hdet
  have hK : 0 < 4 - (M 0 0 + M 1 1) ^ 2 := by nlinarith [h.1, h.2]
  refine ⟨|-4 * M 0 1 * area M z / (4 - (M 0 0 + M 1 1) ^ 2)|
    + |4 * M 1 0 * area M z / (4 - (M 0 0 + M 1 1) ^ 2)| + 1, fun n i => ?_⟩
  have hn := harea n
  generalize M ^ n *ᵥ z = y at hn ⊢
  -- completing the square in the conserved area bounds each coordinate
  have h0 : y 0 ^ 2 ≤ -4 * M 0 1 * area M z / (4 - (M 0 0 + M 1 1) ^ 2) := by
    rw [le_div_iff₀ hK, ← hn]
    simp only [area, Matrix.mulVec, dotProduct, Fin.sum_univ_two]
    linear_combination (-4 * y 0 ^ 2) * hdet
      + sq_nonneg (2 * M 0 1 * y 1 - (M 1 1 - M 0 0) * y 0)
  have h1 : y 1 ^ 2 ≤ 4 * M 1 0 * area M z / (4 - (M 0 0 + M 1 1) ^ 2) := by
    rw [le_div_iff₀ hK, ← hn]
    simp only [area, Matrix.mulVec, dotProduct, Fin.sum_univ_two]
    linear_combination (-4 * y 1 ^ 2) * hdet
      + sq_nonneg (2 * M 1 0 * y 0 + (M 1 1 - M 0 0) * y 1)
  have habs : ∀ r : ℝ, |r| ≤ r ^ 2 + 1 := fun r => by
    nlinarith [sq_abs r, sq_nonneg (|r| - 1), abs_nonneg r]
  have h0' := h0.trans (le_abs_self _)
  have h1' := h1.trans (le_abs_self _)
  have p0 := (sq_nonneg (y 0)).trans h0'
  have p1 := (sq_nonneg (y 1)).trans h1'
  fin_cases i
  · change |y 0| ≤ _
    linarith [habs (y 0)]
  · change |y 1| ≤ _
    linarith [habs (y 1)]

/-- If the discriminant exceeds 2 in modulus, some nonzero initial state is multiplied in
every period by one fixed real factor of modulus greater than one. -/
theorem unstable_of_discriminant (u v s t : ℝ) (hu : u ≠ 0) (hv : v ≠ 0)
    (h : 2 < |2 * Real.cos (u * s) * Real.cos (v * t)
        - (u / v + v / u) * Real.sin (u * s) * Real.sin (v * t)|) :
    ∃ (μ : ℝ) (z : Fin 2 → ℝ), 1 < |μ| ∧ z ≠ 0 ∧
      ∀ n : ℕ, periodMap u v s t ^ n *ᵥ z = μ ^ n • z := by
  rw [← trace_periodMap u v s t hu hv] at h
  have hdet := det_periodMap u v s t hu hv
  generalize periodMap u v s t = M at h hdet ⊢
  -- a real root of the characteristic polynomial with modulus greater than one
  have hroot : ∃ μ : ℝ, 1 < |μ| ∧ μ ^ 2 - M.trace * μ + 1 = 0 := by
    have hnn : 0 ≤ M.trace ^ 2 - 4 := by nlinarith [sq_abs M.trace]
    have hs := Real.sq_sqrt hnn
    have hp := Real.sqrt_nonneg (M.trace ^ 2 - 4)
    rcases lt_abs.mp h with h | h
    · exact ⟨(M.trace + √(M.trace ^ 2 - 4)) / 2, lt_abs.mpr (Or.inl (by linarith)),
        by linear_combination (1 / 4) * hs⟩
    · exact ⟨(M.trace - √(M.trace ^ 2 - 4)) / 2, lt_abs.mpr (Or.inr (by linarith)),
        by linear_combination (1 / 4) * hs⟩
  obtain ⟨μ, hμ, hr⟩ := hroot
  have hsing : (M - μ • (1 : Matrix (Fin 2) (Fin 2) ℝ)).det = 0 := by
    rw [Matrix.trace_fin_two] at hr
    rw [Matrix.det_fin_two] at hdet ⊢
    simp only [Matrix.sub_apply, Matrix.smul_apply, Matrix.one_apply, smul_eq_mul]
    norm_num
    linear_combination hr + hdet
  obtain ⟨z, hz, hMz⟩ := Matrix.exists_mulVec_eq_zero_iff.mpr hsing
  rw [Matrix.sub_mulVec, Matrix.smul_mulVec, Matrix.one_mulVec, sub_eq_zero] at hMz
  refine ⟨μ, z, hμ, hz, fun n => ?_⟩
  induction n with
  | zero => simp
  | succ n ih =>
    rw [pow_succ, ← Matrix.mulVec_mulVec, hMz, Matrix.mulVec_smul, ih, smul_smul, ← pow_succ']

/-- With segment durations `π/(2u)` and `π/(2v)`, the one-period map rescales
position by `-u/v` and velocity by `-v/u`. -/
theorem periodMap_quarter_wave (u v : ℝ) (hu : u ≠ 0) (hv : v ≠ 0) :
    periodMap u v (Real.pi / (2 * u)) (Real.pi / (2 * v)) = !![-(u / v), 0; 0, -(v / u)] := by
  have h1 : u * (Real.pi / (2 * u)) = Real.pi / 2 := by field_simp
  have h2 : v * (Real.pi / (2 * v)) = Real.pi / 2 := by field_simp
  rw [periodMap, exp_generator v _ hv, exp_generator u _ hu, h1, h2,
    Real.cos_pi_div_two, Real.sin_pi_div_two]
  ext i j
  fin_cases i <;> fin_cases j <;> simp [Matrix.mul_apply, Fin.sum_univ_two] <;> ring

end

end MeissnerOscillator
```

```lean
#print axioms MeissnerOscillator.trace_periodMap
#print axioms MeissnerOscillator.stable_of_discriminant
#print axioms MeissnerOscillator.unstable_of_discriminant
#print axioms MeissnerOscillator.periodMap_quarter_wave
```

```
'MeissnerOscillator.trace_periodMap' depends on axioms: [propext, Classical.choice, Quot.sound]
'MeissnerOscillator.stable_of_discriminant' depends on axioms: [propext, Classical.choice, Quot.sound]
'MeissnerOscillator.unstable_of_discriminant' depends on axioms: [propext, Classical.choice, Quot.sound]
'MeissnerOscillator.periodMap_quarter_wave' depends on axioms: [propext, Classical.choice, Quot.sound]
```

## What the definitions encode

`generator w` is $B(w)$, and `periodMap u v s t` is $M$, built from the actual matrix exponential `NormedSpace.exp`. The factor on the right acts first, so the segment with frequency $u$ comes first. Multiplying the two propagators means that position and velocity are both continuous when the frequency switches. Indices start at zero: `z 0` is the position and `z 1` the velocity.

The main result, `trace_periodMap`, says that for nonzero real $u,v$ and all real $s,t$

$$\operatorname{tr}M=2\cos(us)\cos(vt)-\left(\frac uv+\frac vu\right)\sin(us)\sin(vt).$$

This number is the discriminant, written $D$ below. Physical durations are nonnegative and frequencies are usually taken positive, but the theorem needs neither restriction.

The model has no damping and no driving force, and $w^2>0$ in both segments. A segment with an inverted potential, where the sines and cosines would become hyperbolic, is not covered. The theorems concern products of matrix exponentials; that these products propagate the solutions of the switched equation is the physical reading of the definition.

The same algebra describes a single particle, with the same mass in both layers, in a one-dimensional periodic potential with two constant levels, at an energy above both: $u$ and $v$ become wave numbers, $s$ and $t$ layer widths, and $|D|<2$ marks an allowed band.

## The propagator of one segment

Write $B$ for $B(w)$ and $1$ for the identity matrix. Since $B^2=-w^2\,1$, a natural candidate for $e^{rB}$ is

$$P(r)=\cos(wr)\,1+\frac{\sin(wr)}{w}B.$$

Differentiation gives $P'=-w\sin(wr)\,1+\cos(wr)B$. Multiplication gives $BP=\cos(wr)B+\frac{\sin(wr)}{w}B^2$, which is the same matrix. Hence

$$\frac{d}{dr}\left(e^{-rB}P(r)\right)=e^{-rB}(-B)P+e^{-rB}BP=0.$$

The product is therefore constant, and at $r=0$ it equals $1$. Multiplying by $e^{tB}$ from the left yields $e^{tB}=P(t)$, that is,

$$e^{tB(w)}=\begin{pmatrix}\cos wt&\sin(wt)/w\\-w\sin wt&\cos wt\end{pmatrix}.$$

The proof of `exp_generator` follows this route. `hder` is the identity $P'=BP$, checked entry by entry; `halg` is the cancellation in the product rule; `hconst` states that the product is constant; and `hinv` supplies $e^{tB}e^{-tB}=1$.

## Trace and determinant

Write $a=us$ and $b=vt$. The diagonal entries of $M$ are

$$M_{00}=\cos a\cos b-\frac uv\sin a\sin b,\qquad M_{11}=\cos a\cos b-\frac vu\sin a\sin b,$$

and their sum is $D$. In `trace_periodMap` the closed forms are substituted, the product is expanded, and `ring` compares the two sides.

Each segment has determinant $\cos^2+\sin^2=1$, because the factors $w$ and $1/w$ cancel. Therefore $\det M=1$, which is `det_periodMap`: the map preserves oriented area in the plane of position and velocity.

## Bounded motion for $|D|<2$

For a state $y$, let $A(y)=y_0(My)_1-y_1(My)_0$, the oriented area spanned by $y$ and $My$; this is `area M y`. Applying $M$ to both vectors multiplies the area by $\det M=1$, so $A(My)=A(y)$. By induction $A(M^nz)=A(z)$, which is `area_pow`.

Written out, the conserved quantity is a quadratic form:

$$A(y)=M_{10}y_0^2+(M_{11}-M_{00})y_0y_1-M_{01}y_1^2.$$

Let $K=4-D^2$, which is positive when $|D|<2$. Completing the square and using $\det M=1$ gives

$$-4M_{01}A(y)=\left(2M_{01}y_1-(M_{11}-M_{00})y_0\right)^2+Ky_0^2,$$

$$4M_{10}A(y)=\left(2M_{10}y_0+(M_{11}-M_{00})y_1\right)^2+Ky_1^2.$$

Dropping the squares bounds $y_0^2$ by $-4M_{01}A(y)/K$ and $y_1^2$ by $4M_{10}A(y)/K$. For $y=M^nz$ the area is $A(z)$, so neither bound depends on $n$. The states after whole periods thus stay on an ellipse, or at the origin if $z=0$.

`stable_of_discriminant` states the consequence: for every initial state $z$ there is a constant $C$, which may depend on $z$, that bounds both components after any number of periods. In the proof, `h0` and `h1` are the two inequalities, and `habs`, the estimate $|r|\le r^2+1$, turns bounds on squares into bounds on absolute values without square roots.

## Exponential growth for $|D|>2$

With $\det M=1$, the eigenvalues of $M$ solve $\mu^2-D\mu+1=0$. If $|D|>2$, the roots are real. Choosing the sign of the square root to match the sign of $D$ gives

$$\mu=\frac{D\pm\sqrt{D^2-4}}2,\qquad |\mu|>\frac{|D|}2>1.$$

Since $\det(M-\mu\,1)=\mu^2-D\mu+1=0$, there is a nonzero $z$ with $Mz=\mu z$, and induction gives $M^nz=\mu^nz$. In `unstable_of_discriminant`, `hroot` finds $\mu$, `hsing` shows that $M-\mu\,1$ is singular, and the eigenvector follows from that. The theorem provides one growing state and does not say that every state grows; the eigenvector for the other root, $1/\mu$, shrinks.

An explicit case arises when each segment lasts a quarter of its own oscillation period, $s=\pi/(2u)$ and $t=\pi/(2v)$ with $u,v>0$. Both cosines vanish, both sines equal one, and `periodMap_quarter_wave` gives

$$M=\begin{pmatrix}-u/v&0\\0&-v/u\end{pmatrix}.$$

For $u>v$ a state that starts with a displacement and no velocity grows by the factor $u/v$ in every period; for $u<v$ a state that starts with a velocity and no displacement grows by $v/u$. This is parametric resonance. For $u=v$ nothing is modulated, and $M=-1$ is just half an oscillation.

## Counter-examples at $|D|=2$ and at zero frequency

Both stability theorems need their strict inequality. Take $u=1$, $v=3$, $s=\pi/3$ and $t=\pi/9$, so that $us=vt=\pi/3$. Then

$$D=2\cdot\frac14-\frac{10}3\cdot\frac34=-2,\qquad M=\begin{pmatrix}0&1/\sqrt3\\-\sqrt3&-2\end{pmatrix}.$$

Starting from $(1,0)$, the state after $n$ periods is $(-1)^n(1-n,\ n\sqrt3)$. It is unbounded, so the conclusion of the stability theorem fails. The only eigenvalue is $-1$, so the conclusion of the instability theorem fails too: growth here is linear, not exponential.

The condition $v\ne0$ matters as well. For $v=0$ the second segment is free flight, with propagator $\begin{pmatrix}1&t\\0&1\end{pmatrix}$. With $u=1$, $s=\pi/2$ and $t=1$ the true trace is $-1$, whereas the formula, read with Lean's convention that division by zero gives zero, returns $0$. The limit $v\to0$ does give the right value, since $\sin(vt)/v\to t$.

## The period map in a computation

A stability chart needs no time integration: a program evaluates $D$ on a grid of parameters and colours each point by whether $|D|$ is below or above $2$. For a trajectory, it applies the two closed-form matrices alternately, which is exact for this model up to rounding.

The formula also checks a linear one-step integrator such as velocity Verlet. Run it through one period from $(1,0)$ and from $(0,1)$, with step boundaries placed at the frequency switches. The two final states are the columns of the numerical period matrix, and its trace should approach $D$ as the step shrinks. Near $|D|=2$ a small error in the trace can turn a bounded orbit into a growing one, or the reverse.
